# For a linearly interpolated gap, the inverse-gap integral over a triangle stays finite when one of three distinct vertex gaps closes

A triangle method for the static response of a two-dimensional metal divides the Brillouin zone into triangles and computes band energies only at their vertices. If a transition leads from an occupied to an empty state throughout the interior of a triangle, and its matrix element is taken as constant there, that triangle needs a single weight: the integral of the inverse energy difference over the whole triangle, with that difference interpolated linearly between the vertices. If both states lie at the Fermi level at some vertex, the gap there is zero and the integrand is infinite. The weight is nevertheless finite when the gaps at the other two vertices are positive. The closed form below is stated for distinct gaps.

## The weight in closed form

Let $a$, $b$, $c$ be the gaps at the three vertices, and let $s,t\ge 0$ with $s+t\le 1$ be coordinates on the reference triangle. The vertices $(0,0)$, $(1,0)$ and $(0,1)$ carry the gaps $a$, $b$ and $c$, so the interpolated gap is

$$g(s,t)=a+(b-a)s+(c-a)t=a(1-s-t)+bs+ct .$$

The simplex weight is

$$W(a,b,c)=\int_0^1 ds\int_0^{1-s}\frac{dt}{g(s,t)} .$$

For distinct gaps with $a\ge 0$ and $b,c>0$, the claim is

$$W(a,b,c)=\frac{a\ln a}{(a-b)(a-c)}+\frac{b\ln b}{(b-c)(b-a)}+\frac{c\ln c}{(c-a)(c-b)},$$

where $0\ln 0$ means $0$. As $a\to0^+$ at fixed $b$ and $c$, the weight tends to $(\ln b-\ln c)/(b-c)$.

**The integral over $t$.** Fix $s$ with $0<s\le1$. Every term in the second form of $g$ is nonnegative and $bs$ is positive, so $g>0$ along the whole line. Since $\partial g/\partial t=c-a$, an antiderivative of $1/g$ is $\ln g/(c-a)$. The gap is $a+(b-a)s$ at $t=0$ and $c+(b-c)s$ at $t=1-s$. Hence

$$\int_0^{1-s}\frac{dt}{g}=\frac{\ln\big(c+(b-c)s\big)-\ln\big(a+(b-a)s\big)}{c-a}.$$

**The integral over $s$.** Each logarithm is now to be averaged along an edge of the triangle. For an edge with distinct end values $p\ge0$ and $q>0$, substitute $u=p+(q-p)s$:

$$L(p,q)=\int_0^1\ln\big(p+(q-p)s\big)\,ds=\frac{1}{q-p}\int_p^q\ln u\,du=\frac{q\ln q-p\ln p}{q-p}-1 .$$

This also holds at $p=0$, because the singularity of $\ln u$ at zero is integrable. The constants $-1$ cancel in the difference of the two averages:

$$W=\frac{L(c,b)-L(a,b)}{c-a}=\frac{1}{c-a}\left[\frac{b\ln b-c\ln c}{b-c}-\frac{b\ln b-a\ln a}{b-a}\right].$$

The coefficients of $a\ln a$ and $c\ln c$ can be read off directly. That of $b\ln b$ is

$$\frac{1}{c-a}\left[\frac1{b-c}-\frac1{b-a}\right]=\frac{1}{c-a}\cdot\frac{c-a}{(b-c)(b-a)}=\frac{1}{(b-c)(b-a)},$$

which completes the cyclic formula.

**A vertex with zero gap.** At $a=0$ the first term vanishes and the other two give

$$W(0,b,c)=\frac{\ln b}{b-c}+\frac{\ln c}{c-b}=\frac{\ln b-\ln c}{b-c}.$$

Because $a\ln a\to0$ as $a\to0^+$ and the denominators stay away from zero, the closed form tends to this same value.

**A closing edge.** Keep $a=0$ and let $b$ approach zero as well. For $0<b<c$,

$$W(0,b,c)=\frac{\ln c-\ln b}{c-b}\ \ge\ \frac{\ln c-\ln b}{c},$$

and the right-hand side grows without bound. One touching vertex is harmless, but the weight diverges as a whole edge closes.

## Numbers for one triangle, and the case of two equal gaps

Take vertex gaps $1$, $2$, $4$ in some energy unit. Since $\ln1=0$ and $\ln4=2\ln2$,

$$W(1,2,4)=\frac{2\ln2}{(-2)(1)}+\frac{8\ln2}{(3)(2)}=\frac{\ln2}{3}\approx0.231 .$$

If the first gap closes, the weight rises only to

$$W(0,2,4)=\frac{\ln2-\ln4}{2-4}=\frac{\ln2}{2}\approx0.347 .$$

The reference triangle has area $1/2$, so the mean inverse gaps are twice these numbers, about $0.462$ and $0.693$.

The same two integrations handle equal gaps $b=c\ne a$, which symmetry can produce. The first logarithm is then the constant $\ln b$, and for $a>0$

$$W(a,b,b)=\frac{\ln b-L(a,b)}{b-a}=\frac{1}{b-a}-\frac{a(\ln b-\ln a)}{(b-a)^2}.$$

At $a=0$ this becomes $1/b$. The Lean theorems for the weight keep the three gaps distinct, so this case rests on the calculation just given.

## The weight as a Lean definition

The development uses Mathlib's integrals and limits.

```lean
import Mathlib

open Filter Topology MeasureTheory

namespace SimplexFermiWeight
```

The gaps are real numbers in a chosen energy unit, and `simplexWeight a b c` is $W(a,b,c)$.

```lean
/-- The simplex weight: the integral of the inverse gap over the triangle `s, t ≥ 0`, `s + t ≤ 1`,
where the gap interpolates linearly between the vertex values `a`, `b`, `c`. It is meant for
nonnegative vertex gaps of which at most one vanishes. -/
noncomputable def simplexWeight (a b c : ℝ) : ℝ :=
  ∫ s in (0 : ℝ)..1, ∫ t in (0 : ℝ)..(1 - s), 1 / (a + (b - a) * s + (c - a) * t)
```

The definition is the iterated integral itself; no logarithm is built into it. It fixes the reference triangle, so for a triangle of area $A$ in the Brillouin zone the weight is multiplied by $2A$. Lean gives a divergent integral the value $0$. At $a=0$ this affects only the inner integral on the line $s=0$, which has no width, and it is also the reason why a closing edge is treated below as a limit and not by setting $b=0$.

The model has one pair of bands, a constant matrix element and a gap that is exactly linear. The whole triangle contributes, so the Fermi surface may touch it but no occupation step cuts through it. Band energies and a Fermi level do not appear in the definition: a zero gap stands for an occupied and an empty state that meet at the Fermi level. Within this non-interacting, two-dimensional model, the result shows that a Kohn–Sham response calculation needs no smearing to keep the weight of a triangle finite when a single vertex gap closes.

## From the triangle to its edges

The first theorem is the integral over $t$. Its hypotheses admit `a = 0` but require `0 < s`, which keeps the line away from the vertex where the gap may vanish.

```lean
/-- For `a ≥ 0`, `b, c > 0`, `a ≠ c` and `0 < s ≤ 1`, the inverse gap integrated along a line of
constant `s` is the difference of the logarithms of the gap at its two ends, divided by `c - a`. -/
theorem line_integral {a b c s : ℝ} (ha : 0 ≤ a) (hb : 0 < b) (hc : 0 < c) (hac : a ≠ c)
    (hs : 0 < s) (hs1 : s ≤ 1) :
    ∫ t in (0 : ℝ)..(1 - s), 1 / (a + (b - a) * s + (c - a) * t) =
      (Real.log (c + (b - c) * s) - Real.log (a + (b - a) * s)) / (c - a) := by
  have hca : c - a ≠ 0 := sub_ne_zero.2 hac.symm
  -- the gap is positive on the whole line
  have hpos : ∀ t ∈ Set.uIcc 0 (1 - s), 0 < a + (b - a) * s + (c - a) * t := by
    intro t ht
    rw [Set.uIcc_of_le (by linarith)] at ht
    nlinarith [mul_pos hb hs, mul_nonneg hc.le ht.1, mul_nonneg ha (sub_nonneg.2 ht.2)]
  have hd : ∀ t ∈ Set.uIcc 0 (1 - s),
      HasDerivAt (fun t => Real.log (a + (b - a) * s + (c - a) * t) / (c - a))
        (1 / (a + (b - a) * s + (c - a) * t)) t := by
    intro t ht
    have hu : HasDerivAt (fun t => a + (b - a) * s + (c - a) * t) (c - a) t :=
      (((hasDerivAt_id' t).const_mul (c - a)).const_add (a + (b - a) * s)).congr_deriv
        (mul_one _)
    exact ((hu.log (hpos t ht).ne').div_const (c - a)).congr_deriv
      (by rw [div_right_comm, div_self hca])
  have hint : IntervalIntegrable (fun t => 1 / (a + (b - a) * s + (c - a) * t))
      volume 0 (1 - s) :=
    (ContinuousOn.div continuousOn_const (by fun_prop)
      (fun t ht => (hpos t ht).ne')).intervalIntegrable
  have e : a + (b - a) * s + (c - a) * (1 - s) = c + (b - c) * s := by ring
  rw [intervalIntegral.integral_eq_sub_of_hasDerivAt hd hint]
  simp only [e, mul_zero, add_zero, sub_div]
```

The step `hpos` proves that the gap is positive. The three products passed to `nlinarith` are $bs$, $ct$ and $a(1-s-t)$, the terms of the second form of $g$. Then `hd` differentiates $\ln g/(c-a)$, `hint` supplies integrability of $1/g$, and the fundamental theorem of calculus gives the difference of end values. The identity `e` rewrites the gap at $t=1-s$ as $c+(b-c)s$.

Before the integral of a difference can be split into two, each logarithm must be integrable along its edge.

```lean
/-- The logarithm of the gap is integrable along an edge with end values `p ≥ 0` and `q > 0`. -/
theorem edge_log_integrable {p q : ℝ} (hp : 0 ≤ p) (hq : 0 < q) :
    IntervalIntegrable (fun s => Real.log (p + (q - p) * s)) volume 0 1 := by
  rcases hp.eq_or_lt with rfl | hp
  · -- a touching end gives only the integrable singularity of `log s`
    have h1 : IntervalIntegrable (fun _ : ℝ => Real.log q) volume 0 1 :=
      continuous_const.intervalIntegrable 0 1
    have h2 : IntervalIntegrable Real.log volume 0 1 :=
      intervalIntegral.intervalIntegrable_log'
    rw [intervalIntegrable_iff]
    refine (intervalIntegrable_iff.1 (h1.add h2)).congr_fun (fun s hs => ?_) measurableSet_uIoc
    rw [Set.uIoc_of_le zero_le_one] at hs
    show Real.log q + Real.log s = Real.log (0 + (q - 0) * s)
    rw [zero_add, sub_zero, Real.log_mul hq.ne' hs.1.ne']
  · refine (ContinuousOn.log (by fun_prop) (fun s hs => ?_)).intervalIntegrable
    rw [Set.uIcc_of_le zero_le_one] at hs
    apply ne_of_gt
    rcases hs.1.eq_or_lt with h | h
    · rw [← h]
      linarith
    · nlinarith [mul_pos hq h, mul_nonneg hp.le (sub_nonneg.2 hs.2)]
```

The proof treats a touching end separately. For $p=0$ and $s>0$ it writes $\ln(qs)=\ln q+\ln s$ and uses the integrability of $\ln s$. For $p>0$ the gap is positive on the closed edge, so its logarithm is continuous there.

The value of the edge average comes next.

```lean
/-- The average of `ln |gap|` along an edge with distinct end values `p` and `q` is
`(q ln |q| - p ln |p|)/(q - p) - 1`, where `0 ln 0` is read as `0`. -/
theorem edge_log_average {p q : ℝ} (hpq : p ≠ q) :
    ∫ s in (0 : ℝ)..1, Real.log (p + (q - p) * s) =
      (q * Real.log q - p * Real.log p) / (q - p) - 1 := by
  have hne : q - p ≠ 0 := sub_ne_zero.2 hpq.symm
  have e0 : p + (q - p) * 0 = p := by ring
  have e1 : p + (q - p) * 1 = q := by ring
  rw [intervalIntegral.integral_comp_add_mul Real.log hne p, e0, e1, integral_log, smul_eq_mul]
  field_simp
  ring
```

The rewrite with `integral_comp_add_mul` is the substitution $u=p+(q-p)s$, and `integral_log` evaluates $\int\ln u\,du$. The theorem assumes only $p\ne q$, without any sign condition, because `Real.log` is the logarithm of the absolute value. For the gaps considered here it is the ordinary logarithm.

## The cyclic formula and its zero-gap value

The next theorem states the closed form for distinct gaps with $a\ge0$ and $b,c>0$.

```lean
/-- For distinct vertex gaps `a ≥ 0` and `b, c > 0`, the simplex weight is
`a ln a/((a-b)(a-c))` plus its cyclic images, where `0 ln 0` is read as `0`. -/
theorem simplexWeight_eq {a b c : ℝ} (ha : 0 ≤ a) (hb : 0 < b) (hc : 0 < c)
    (hab : a ≠ b) (hac : a ≠ c) (hbc : b ≠ c) :
    simplexWeight a b c = a * Real.log a / ((a - b) * (a - c)) +
      b * Real.log b / ((b - c) * (b - a)) + c * Real.log c / ((c - a) * (c - b)) := by
  -- integrate over `t` first; the single line `s = 0` does not matter
  have h : simplexWeight a b c = ∫ s in (0 : ℝ)..1,
      (Real.log (c + (b - c) * s) - Real.log (a + (b - a) * s)) / (c - a) := by
    refine intervalIntegral.integral_congr_ae (Eventually.of_forall fun s hs => ?_)
    rw [Set.uIoc_of_le zero_le_one] at hs
    exact line_integral ha hb hc hac hs.1 hs.2
  -- two edge averages remain
  rw [h, intervalIntegral.integral_div, intervalIntegral.integral_sub
    (edge_log_integrable hc.le hb) (edge_log_integrable ha hb),
    edge_log_average hbc.symm, edge_log_average hab]
  have h1 := sub_ne_zero.2 hab
  have h2 := sub_ne_zero.2 hab.symm
  have h3 := sub_ne_zero.2 hac
  have h4 := sub_ne_zero.2 hac.symm
  have h5 := sub_ne_zero.2 hbc
  have h6 := sub_ne_zero.2 hbc.symm
  field_simp
  ring
```

The intermediate statement `h` replaces the inner integral by the difference of logarithms for every $s$ in $(0,1]$. The proof then takes out the factor $1/(c-a)$, splits the integral and inserts $L(c,b)$ and $L(a,b)$. The facts `h1` to `h6` say that the denominators are nonzero, after which `field_simp` and `ring` collect the coefficients as in the derivation above.

Setting $a=0$ gives the weight when one vertex gap is exactly zero.

```lean
/-- With one vertex gap equal to zero and distinct gaps `b, c > 0` at the other two vertices, the
simplex weight is `(ln b - ln c)/(b - c)`. -/
theorem simplexWeight_zero {b c : ℝ} (hb : 0 < b) (hc : 0 < c) (hbc : b ≠ c) :
    simplexWeight 0 b c = (Real.log b - Real.log c) / (b - c) := by
  rw [simplexWeight_eq le_rfl hb hc hb.ne hc.ne hbc]
  simp only [zero_mul, zero_div, zero_add, sub_zero]
  have h5 := sub_ne_zero.2 hbc
  have h6 := sub_ne_zero.2 hbc.symm
  field_simp
  ring
```

This is a statement about the integral at zero gap, separate from the behaviour for small positive gaps. The following theorem connects the two.

```lean
/-- As one vertex gap `a` tends to zero from above, at fixed distinct `b, c > 0`, the simplex
weight tends to the finite value `(ln b - ln c)/(b - c)`. -/
theorem tendsto_simplexWeight {b c : ℝ} (hb : 0 < b) (hc : 0 < c) (hbc : b ≠ c) :
    Tendsto (fun a => simplexWeight a b c) (𝓝[>] 0)
      (𝓝 ((Real.log b - Real.log c) / (b - c))) := by
  have h1 : (0 - b) * (0 - c) ≠ 0 := mul_ne_zero (sub_ne_zero.2 hb.ne) (sub_ne_zero.2 hc.ne)
  have h2 : (b - c) * (b - 0) ≠ 0 := mul_ne_zero (sub_ne_zero.2 hbc) (sub_ne_zero.2 hb.ne')
  have h3 : (c - 0) * (c - b) ≠ 0 := mul_ne_zero (sub_ne_zero.2 hc.ne') (sub_ne_zero.2 hbc.symm)
  have g1 : ContinuousAt (fun a : ℝ => (a - b) * (a - c)) 0 := by fun_prop
  have g2 : ContinuousAt (fun a : ℝ => (b - c) * (b - a)) 0 := by fun_prop
  have g3 : ContinuousAt (fun a : ℝ => (c - a) * (c - b)) 0 := by fun_prop
  have k1 : ContinuousAt (fun a : ℝ => a * Real.log a) 0 := Real.continuous_mul_log.continuousAt
  have k2 : ContinuousAt (fun _ : ℝ => b * Real.log b) 0 := continuousAt_const
  have k3 : ContinuousAt (fun _ : ℝ => c * Real.log c) 0 := continuousAt_const
  -- the closed form is continuous at `a = 0` because `a ln a` is
  have hG : ContinuousAt (fun a : ℝ => a * Real.log a / ((a - b) * (a - c)) +
      b * Real.log b / ((b - c) * (b - a)) + c * Real.log c / ((c - a) * (c - b))) 0 :=
    ((k1.div g1 h1).add (k2.div g2 h2)).add (k3.div g3 h3)
  have hlim := hG.tendsto.mono_left (nhdsWithin_le_nhds (s := Set.Ioi 0))
  rw [← simplexWeight_eq le_rfl hb hc hb.ne hc.ne hbc, simplexWeight_zero hb hc hbc] at hlim
  refine hlim.congr' ?_
  filter_upwards [Ioo_mem_nhdsGT (lt_min hb hc)] with a ha
  exact (simplexWeight_eq ha.1.le hb hc (ha.2.trans_le (min_le_left b c)).ne
    (ha.2.trans_le (min_le_right b c)).ne hbc).symm
```

The notation `𝓝[>] 0` means that $a$ approaches zero through positive values, and `𝓝` around the quotient marks the limit. The proof shows in `hG` that the closed form is continuous at $a=0$, using the continuity of $a\ln a$ and the nonzero denominators `h1`, `h2` and `h3`. Its value there is identified through the two preceding theorems. For $0<a<\min(b,c)$ the three gaps are distinct, so the closed form equals the weight and the limit carries over.

## Divergence at a closing edge

The last theorem keeps one vertex gap at zero and a second fixed at $c>0$, while the third tends to zero from above.

```lean
/-- With one vertex gap equal to zero and a fixed gap `c > 0` at another vertex, the simplex weight
diverges to `+∞` as the gap `b` at the remaining vertex tends to zero from above. -/
theorem simplexWeight_edge_diverges {c : ℝ} (hc : 0 < c) :
    Tendsto (fun b => simplexWeight 0 b c) (𝓝[>] 0) atTop := by
  have hlog : Tendsto (fun b => (Real.log c + -Real.log b) / c) (𝓝[>] 0) atTop :=
    (tendsto_atTop_add_const_left _ (Real.log c)
      (tendsto_neg_atBot_atTop.comp Real.tendsto_log_nhdsGT_zero)).atTop_div_const hc
  refine tendsto_atTop_mono' _ ?_ hlog
  filter_upwards [Ioo_mem_nhdsGT hc] with b hb
  have e : (Real.log b - Real.log c) / (b - c) = (Real.log c - Real.log b) / (c - b) := by
    rw [← neg_div_neg_eq, neg_sub, neg_sub]
  rw [simplexWeight_zero hb.1 hc hb.2.ne, e, ← sub_eq_add_neg]
  -- replacing `c - b` by the larger `c` lowers the quotient
  exact div_le_div_of_nonneg_left (sub_nonneg.2 (Real.log_le_log hb.1 hb.2.le))
    (sub_pos.2 hb.2) (by linarith [hb.1])

end SimplexFermiWeight
```

Here `atTop` means divergence to $+\infty$. The lower bound $(\ln c-\ln b)/c$ diverges by `hlog`. For $0<b<c$, the final inequality compares it with the weight: the numerator is nonnegative, so replacing the denominator $c-b$ by the larger $c$ can only lower the quotient.

```lean
#print axioms SimplexFermiWeight.tendsto_simplexWeight
#print axioms SimplexFermiWeight.simplexWeight_edge_diverges
```

```
'SimplexFermiWeight.tendsto_simplexWeight' depends on axioms: [propext, Classical.choice, Quot.sound]
'SimplexFermiWeight.simplexWeight_edge_diverges' depends on axioms: [propext, Classical.choice, Quot.sound]
```
